# Yamaguchi's formula gives the exact exchange constant of a two-site Heisenberg model from two states that differ in mean squared total spin

## Two sites, one state space

Two sites carry spin components Sₐ and Tₐ, with a = 0, 1, 2 for x, y, z and ħ = 1. All of them are complex matrices on one finite-dimensional state space. Components on different sites commute, and each site has a fixed spin:

Σₐ Sₐ² = s_A(s_A + 1),  Σₐ Tₐ² = s_B(s_B + 1).

The scalar product, the squared total spin and the Hamiltonian are

S·T = Σₐ SₐTₐ,  Q = Σₐ (Sₐ + Tₐ)²,  H = J S·T + c.

The real constant J is the strength of the exchange coupling, and with this sign J > 0 favours antiparallel spins. The real constant c collects the energy that does not depend on how the spins are arranged. If the components are Hermitian, so is H, because (SₐTₐ)† = TₐSₐ = SₐTₐ.

For a unit state ψ, ⟨A⟩_ψ denotes the real part of ψ†Aψ, which is the usual expectation value when A is Hermitian. The energy is E_ψ = ⟨H⟩_ψ. In quantum chemistry ⟨Q⟩ is written ⟨S²⟩.

## Energy differences follow the squared total spin

Since SₐTₐ = TₐSₐ, each square expands as

(Sₐ + Tₐ)² = Sₐ² + Tₐ² + 2SₐTₐ.

Summing over a and inserting the fixed spins gives

Q = 2 S·T + s_A(s_A + 1) + s_B(s_B + 1).

In a unit state a constant is its own expectation value, so it cancels between two unit states φ and ψ:

⟨Q⟩_φ − ⟨Q⟩_ψ = 2(⟨S·T⟩_φ − ⟨S·T⟩_ψ),

E_φ − E_ψ = J(⟨S·T⟩_φ − ⟨S·T⟩_ψ) = (J/2)(⟨Q⟩_φ − ⟨Q⟩_ψ).

Neither state has to be an eigenstate of H or of Q. If the two values of ⟨Q⟩ differ, division gives Yamaguchi's formula:

J = 2(E_φ − E_ψ) / (⟨Q⟩_φ − ⟨Q⟩_ψ).

Other sign and factor conventions are also common: with H = −2J′ S·T, for example, the constant is J′ = −J/2.

Broken-symmetry calculations in electronic structure often use this formula to turn two computed energies and the two values of ⟨S²⟩ into an exchange constant. The identity is exact for states of the two-site Heisenberg model; that a computed pair of energies and ⟨S²⟩ values is described by this model remains an assumption.

## The Néel state

Now let S also satisfy the angular momentum commutation relations with Hermitian components, and let ψ be a unit state with S₂ψ = m_A ψ and T₂ψ = m_B ψ for real m_A and m_B. For any matrix X,

ψ†(XS₂ − S₂X)ψ = m_A ψ†Xψ − m_A ψ†Xψ = 0.

The transverse parts of S·T are commutators of this kind. From [S₁, S₂] = iS₀ and [S₂, S₀] = iS₁, and because T commutes with S₂,

S₀T₀ = −i[S₁T₀, S₂],  S₁T₁ = i[S₀T₁, S₂].

Only the longitudinal part survives, so ⟨S·T⟩_ψ = m_A m_B.

Let both sites have spin s. The Néel state, with m_A = s and m_B = −s, then has

⟨Q⟩ = −2s² + 2s(s + 1) = 2s.

A parallel state φ with m_A = m_B = s has energy Js² + c, while the Néel state ψ has −Js² + c. For s ≠ 0,

J = (E_φ − E_ψ) / (2s²).

For two spins one half this is J = 2(E_φ − E_ψ).

## A site whose spin can vanish

The relation can fail if the spin of a site is not fixed. Let site A be either empty or occupied by one spin one half, so that its state space has dimension three: Sₐ is half a Pauli matrix on the occupied states and zero on the empty one. Let T = 0. All commutation relations hold, and H = c gives every state the same energy. Yet ⟨Q⟩ is 3/4 in an occupied state and 0 in the empty one, so the relation would demand an energy difference of 3J/8, which is wrong for J ≠ 0. The failure comes from ⟨Σₐ Sₐ² + Σₐ Tₐ²⟩ being different in the two states; fixed site spins exclude this.

## The statements in Lean

A vector operator is a function `Fin 3 → Matrix n n ℂ`, where `n` labels a finite basis, and a state is a function `n → ℂ`. The condition `star ψ ⬝ᵥ ψ = 1` says that ψ is a unit state. `spinDot`, `totalSpinSq` and `heisenberg` are S·T, Q and H, and `expect` is the real part defined above.

`SitesCommute` and `HasSpin` are the two assumptions behind `energy_difference`, which holds for all real `J` and `c` and any two unit states. `yamaguchi_formula` adds the assumption `hne` that the two values of ⟨Q⟩ differ. Neither theorem asks for Hermitian components or for angular momentum commutation relations, and `HasSpin` takes any real number, not only the physical values 0, 1/2, 1, 3/2 and so on.

`IsAngularMomentum` enters with the Néel state, and only for the first site. `exchange_from_neel` does not use `HasSpin`: its `s` is just a nonzero real number that sets the z components, s and s in one state, s and −s in the other. The two states are given by hypothesis, and the model has two sites with isotropic exchange only.

```lean
import Mathlib

open Matrix
open scoped Kronecker

namespace YamaguchiExchange

noncomputable section

variable {n : Type*} [Fintype n] [DecidableEq n]

/-- The real part of `⟨ψ|A|ψ⟩`; for Hermitian `A` and a unit state this is the expectation value. -/
def expect (A : Matrix n n ℂ) (ψ : n → ℂ) : ℝ := (star ψ ⬝ᵥ A *ᵥ ψ).re

/-- The scalar product `S·T` of two vector operators. -/
def spinDot (S T : Fin 3 → Matrix n n ℂ) : Matrix n n ℂ := ∑ a, S a * T a

/-- The square of the total spin, `∑ (S_a + T_a)²`. -/
def totalSpinSq (S T : Fin 3 → Matrix n n ℂ) : Matrix n n ℂ :=
  ∑ a, (S a + T a) * (S a + T a)

/-- The Heisenberg Hamiltonian `J S·T + c` of two sites. -/
def heisenberg (J c : ℝ) (S T : Fin 3 → Matrix n n ℂ) : Matrix n n ℂ :=
  (J : ℂ) • spinDot S T + (c : ℂ) • 1

/-- Every spin component of one site commutes with every component of the other. -/
def SitesCommute (S T : Fin 3 → Matrix n n ℂ) : Prop := ∀ a b, S a * T b = T b * S a

/-- The squared spin of a site is the number `s(s+1)`. -/
def HasSpin (s : ℝ) (S : Fin 3 → Matrix n n ℂ) : Prop :=
  ∑ a, S a * S a = ((s * (s + 1) : ℝ) : ℂ) • (1 : Matrix n n ℂ)

/-- Hermitian components with the angular momentum commutation relations (`ħ = 1`). -/
structure IsAngularMomentum (S : Fin 3 → Matrix n n ℂ) : Prop where
  herm : ∀ a, (S a).IsHermitian
  xy : S 0 * S 1 - S 1 * S 0 = Complex.I • S 2
  yz : S 1 * S 2 - S 2 * S 1 = Complex.I • S 0
  zx : S 2 * S 0 - S 0 * S 2 = Complex.I • S 1

/-- For Hermitian spin components that commute between sites, the Heisenberg Hamiltonian is
Hermitian. -/
theorem heisenberg_isHermitian {S T : Fin 3 → Matrix n n ℂ} (J c : ℝ)
    (hS : ∀ a, (S a).IsHermitian) (hT : ∀ a, (T a).IsHermitian) (hc : SitesCommute S T) :
    (heisenberg J c S T).IsHermitian := by
  have h : ∀ a, (S a * T a)ᴴ = S a * T a := by
    intro a
    rw [conjTranspose_mul, (hS a).eq, (hT a).eq, hc a a]
  rw [Matrix.IsHermitian, heisenberg, spinDot, conjTranspose_add, conjTranspose_smul,
    conjTranspose_smul, conjTranspose_one, conjTranspose_sum]
  simp only [h, Complex.star_def, Complex.conj_ofReal]

/-- For commuting sites of spin `sA` and `sB`, the squared total spin is `2 S·T` plus the
constant `sA(sA+1) + sB(sB+1)`. -/
theorem totalSpinSq_eq {S T : Fin 3 → Matrix n n ℂ} {sA sB : ℝ} (hc : SitesCommute S T)
    (hS : HasSpin sA S) (hT : HasSpin sB T) :
    totalSpinSq S T = ((2 : ℝ) : ℂ) • spinDot S T
      + ((sA * (sA + 1) + sB * (sB + 1) : ℝ) : ℂ) • 1 := by
  have h : ∀ a, (S a + T a) * (S a + T a)
      = S a * S a + T a * T a + (2 : ℂ) • (S a * T a) := by
    intro a
    rw [two_smul, add_mul, mul_add, mul_add, ← hc a a]
    abel
  unfold HasSpin at hS hT
  simp only [totalSpinSq, spinDot, h, Finset.sum_add_distrib, ← Finset.smul_sum]
  rw [hS, hT]
  push_cast
  module

/-- In a unit state, the expectation of `x A + y` is `x ⟨A⟩ + y` for real `x` and `y`. -/
theorem expect_affine (A : Matrix n n ℂ) (x y : ℝ) {ψ : n → ℂ} (hψ : star ψ ⬝ᵥ ψ = 1) :
    expect ((x : ℂ) • A + (y : ℂ) • 1) ψ = x * expect A ψ + y := by
  simp [expect, Matrix.add_mulVec, Matrix.smul_mulVec, dotProduct_add, dotProduct_smul, hψ]

/-- For commuting sites of fixed spin, the energies of any two unit states differ by `J/2` times
the difference of their expectations of the squared total spin. -/
theorem energy_difference {S T : Fin 3 → Matrix n n ℂ} {sA sB : ℝ} (J c : ℝ)
    (hc : SitesCommute S T) (hS : HasSpin sA S) (hT : HasSpin sB T) {φ ψ : n → ℂ}
    (hφ : star φ ⬝ᵥ φ = 1) (hψ : star ψ ⬝ᵥ ψ = 1) :
    expect (heisenberg J c S T) φ - expect (heisenberg J c S T) ψ
      = J / 2 * (expect (totalSpinSq S T) φ - expect (totalSpinSq S T) ψ) := by
  rw [totalSpinSq_eq hc hS hT, heisenberg, expect_affine _ _ _ hφ, expect_affine _ _ _ hψ,
    expect_affine _ _ _ hφ, expect_affine _ _ _ hψ]
  ring

/-- Yamaguchi's formula: for commuting sites of fixed spin, two unit states with different
`⟨S²⟩` give the exchange constant as twice the energy difference over the `⟨S²⟩` difference. -/
theorem yamaguchi_formula {S T : Fin 3 → Matrix n n ℂ} {sA sB : ℝ} (J c : ℝ)
    (hc : SitesCommute S T) (hS : HasSpin sA S) (hT : HasSpin sB T) {φ ψ : n → ℂ}
    (hφ : star φ ⬝ᵥ φ = 1) (hψ : star ψ ⬝ᵥ ψ = 1)
    (hne : expect (totalSpinSq S T) φ ≠ expect (totalSpinSq S T) ψ) :
    J = 2 * (expect (heisenberg J c S T) φ - expect (heisenberg J c S T) ψ)
      / (expect (totalSpinSq S T) φ - expect (totalSpinSq S T) ψ) := by
  rw [eq_div_iff (sub_ne_zero.mpr hne), energy_difference J c hc hS hT hφ hψ]
  ring

omit [DecidableEq n] in
/-- In an eigenstate of a Hermitian `Z` with real eigenvalue `m`, every commutator with `Z` has
zero expectation. -/
theorem commutator_expect_zero {Z : Matrix n n ℂ} (X : Matrix n n ℂ) (hZ : Z.IsHermitian)
    {m : ℝ} {ψ : n → ℂ} (h : Z *ᵥ ψ = (m : ℂ) • ψ) :
    star ψ ⬝ᵥ (X * Z - Z * X) *ᵥ ψ = 0 := by
  -- the bra is a left eigenvector with the same eigenvalue
  have hl : star ψ ᵥ* Z = (m : ℂ) • star ψ := by
    have h' := congrArg star h
    rw [Matrix.star_mulVec, hZ.eq] at h'
    rw [h']
    simp
  rw [Matrix.sub_mulVec, dotProduct_sub, ← Matrix.mulVec_mulVec, ← Matrix.mulVec_mulVec, h,
    Matrix.mulVec_smul, dotProduct_smul, Matrix.dotProduct_mulVec (star ψ) Z (X *ᵥ ψ), hl,
    smul_dotProduct, sub_self]

omit [DecidableEq n] in
/-- If `S` is an angular momentum commuting with `T`, a unit state with `S_z = mA` and
`T_z = mB` has `⟨S·T⟩ = mA mB`. -/
theorem expect_spinDot {S T : Fin 3 → Matrix n n ℂ} (hS : IsAngularMomentum S)
    (hc : SitesCommute S T) {mA mB : ℝ} {ψ : n → ℂ} (hψ : star ψ ⬝ᵥ ψ = 1)
    (hA : S 2 *ᵥ ψ = (mA : ℂ) • ψ) (hB : T 2 *ᵥ ψ = (mB : ℂ) • ψ) :
    expect (spinDot S T) ψ = mA * mB := by
  have move : ∀ a b, S a * T b * S 2 = S a * S 2 * T b := by
    intro a b
    rw [mul_assoc, ← hc 2 b, mul_assoc]
  -- both transverse terms are commutators with `S_z`
  have e0 : S 0 * T 0 = (-Complex.I) • (S 1 * T 0 * S 2 - S 2 * (S 1 * T 0)) := by
    rw [move, ← mul_assoc (S 2), ← sub_mul, hS.yz, Matrix.smul_mul, smul_smul]
    simp
  have e1 : S 1 * T 1 = Complex.I • (S 0 * T 1 * S 2 - S 2 * (S 0 * T 1)) := by
    have h : S 0 * S 2 - S 2 * S 0 = (-Complex.I) • S 1 := by
      rw [neg_smul, ← hS.zx, neg_sub]
    rw [move, ← mul_assoc (S 2), ← sub_mul, h, Matrix.smul_mul, smul_smul]
    simp
  have h0 : star ψ ⬝ᵥ (S 0 * T 0) *ᵥ ψ = 0 := by
    rw [e0, Matrix.smul_mulVec, dotProduct_smul, commutator_expect_zero _ (hS.herm 2) hA,
      smul_zero]
  have h1 : star ψ ⬝ᵥ (S 1 * T 1) *ᵥ ψ = 0 := by
    rw [e1, Matrix.smul_mulVec, dotProduct_smul, commutator_expect_zero _ (hS.herm 2) hA,
      smul_zero]
  have h2 : star ψ ⬝ᵥ (S 2 * T 2) *ᵥ ψ = ((mA * mB : ℝ) : ℂ) := by
    rw [← Matrix.mulVec_mulVec, hB, Matrix.mulVec_smul, hA, dotProduct_smul, dotProduct_smul,
      hψ]
    simp only [smul_eq_mul]
    push_cast
    ring
  rw [expect, spinDot, Fin.sum_univ_three, Matrix.add_mulVec, Matrix.add_mulVec,
    dotProduct_add, dotProduct_add, h0, h1, h2, zero_add, zero_add, Complex.ofReal_re]

/-- For two commuting sites of spin `s`, the first an angular momentum, a unit Néel state with
`S_z = s` and `T_z = -s` has `⟨S²⟩ = 2s`. -/
theorem neel_spinSq {S T : Fin 3 → Matrix n n ℂ} {s : ℝ} (hS : IsAngularMomentum S)
    (hc : SitesCommute S T) (hsS : HasSpin s S) (hsT : HasSpin s T) {ψ : n → ℂ}
    (hψ : star ψ ⬝ᵥ ψ = 1) (hA : S 2 *ᵥ ψ = (s : ℂ) • ψ)
    (hB : T 2 *ᵥ ψ = ((-s : ℝ) : ℂ) • ψ) : expect (totalSpinSq S T) ψ = 2 * s := by
  rw [totalSpinSq_eq hc hsS hsT, expect_affine _ _ _ hψ, expect_spinDot hS hc hψ hA hB]
  ring

/-- Let `S` be an angular momentum commuting with `T`, and `s ≠ 0`. The energies of a unit state
`φ` with `S_z = T_z = s` and a unit state `ψ` with `S_z = s`, `T_z = -s` give
`J = (E_φ - E_ψ) / (2s²)`. -/
theorem exchange_from_neel {S T : Fin 3 → Matrix n n ℂ} {s : ℝ} (J c : ℝ) (hs : s ≠ 0)
    (hS : IsAngularMomentum S) (hc : SitesCommute S T) {φ ψ : n → ℂ}
    (hφ : star φ ⬝ᵥ φ = 1) (hψ : star ψ ⬝ᵥ ψ = 1)
    (hφA : S 2 *ᵥ φ = (s : ℂ) • φ) (hφB : T 2 *ᵥ φ = (s : ℂ) • φ)
    (hψA : S 2 *ᵥ ψ = (s : ℂ) • ψ) (hψB : T 2 *ᵥ ψ = ((-s : ℝ) : ℂ) • ψ) :
    J = (expect (heisenberg J c S T) φ - expect (heisenberg J c S T) ψ) / (2 * s ^ 2) := by
  have h2 : 2 * s ^ 2 ≠ 0 := mul_ne_zero two_ne_zero (pow_ne_zero 2 hs)
  rw [eq_div_iff h2, heisenberg, expect_affine _ _ _ hφ, expect_affine _ _ _ hψ,
    expect_spinDot hS hc hφ hφA hφB, expect_spinDot hS hc hψ hψA hψB]
  ring

/-- The spin-one-half matrices, half the Pauli matrices. -/
def halfPauli : Fin 3 → Matrix (Fin 2) (Fin 2) ℂ :=
  ![!![0, 1 / 2; 1 / 2, 0], !![0, -Complex.I / 2; Complex.I / 2, 0], !![1 / 2, 0; 0, -1 / 2]]

/-- Spin one half on the first of two sites. -/
def siteA (a : Fin 3) : Matrix (Fin 2 × Fin 2) (Fin 2 × Fin 2) ℂ := halfPauli a ⊗ₖ 1

/-- Spin one half on the second of two sites. -/
def siteB (a : Fin 3) : Matrix (Fin 2 × Fin 2) (Fin 2 × Fin 2) ℂ := 1 ⊗ₖ halfPauli a

/-- Two spins one half satisfy the operator relations: the first is an angular momentum, the
second is Hermitian, the sites commute, and both have `s = 1/2`. -/
theorem operators_witness : IsAngularMomentum siteA ∧ (∀ a, (siteB a).IsHermitian) ∧
    SitesCommute siteA siteB ∧ HasSpin (1 / 2) siteA ∧ HasSpin (1 / 2) siteB := by
  have herm : ∀ a, (halfPauli a)ᴴ = halfPauli a := by
    intro a
    fin_cases a <;> ext i j <;> fin_cases i <;> fin_cases j <;> apply Complex.ext <;>
      simp [halfPauli]
  have sq : ∀ a, halfPauli a * halfPauli a = (1 / 4 : ℂ) • 1 := by
    intro a
    fin_cases a <;> ext i j <;> fin_cases i <;> fin_cases j <;> apply Complex.ext <;>
      simp [halfPauli, Matrix.mul_apply, Fin.sum_univ_succ] <;> norm_num
  have sub : ∀ A B : Matrix (Fin 2) (Fin 2) ℂ,
      A ⊗ₖ (1 : Matrix (Fin 2) (Fin 2) ℂ) - B ⊗ₖ (1 : Matrix (Fin 2) (Fin 2) ℂ)
        = (A - B) ⊗ₖ (1 : Matrix (Fin 2) (Fin 2) ℂ) := by
    intro A B
    ext ⟨i, j⟩ ⟨k, l⟩
    simp only [Matrix.sub_apply, Matrix.kroneckerMap_apply, sub_mul]
  -- a commutator on one site lifts to the pair
  have lift : ∀ a b c, halfPauli a * halfPauli b - halfPauli b * halfPauli a
      = Complex.I • halfPauli c →
      siteA a * siteA b - siteA b * siteA a = Complex.I • siteA c := by
    intro a b c h
    simp only [siteA, ← Matrix.mul_kronecker_mul, mul_one]
    rw [sub, h, Matrix.smul_kronecker]
  refine ⟨⟨fun a => ?_, lift 0 1 2 ?_, lift 1 2 0 ?_, lift 2 0 1 ?_⟩, fun a => ?_,
    fun a b => ?_, ?_, ?_⟩
  · rw [Matrix.IsHermitian, siteA, Matrix.conjTranspose_kronecker, herm, conjTranspose_one]
  iterate 3
    · ext i j
      fin_cases i <;> fin_cases j <;> apply Complex.ext <;>
        simp [halfPauli] <;> norm_num
  · rw [Matrix.IsHermitian, siteB, Matrix.conjTranspose_kronecker, herm, conjTranspose_one]
  · simp only [siteA, siteB, ← Matrix.mul_kronecker_mul, mul_one, one_mul]
  · simp only [HasSpin, siteA, ← Matrix.mul_kronecker_mul, sq, mul_one,
      Matrix.smul_kronecker, Matrix.one_kronecker_one, Fin.sum_univ_three]
    rw [← add_smul, ← add_smul]
    congr 1
    norm_num
  · simp only [HasSpin, siteB, ← Matrix.mul_kronecker_mul, sq, mul_one,
      Matrix.kronecker_smul, Matrix.one_kronecker_one, Fin.sum_univ_three]
    rw [← add_smul, ← add_smul]
    congr 1
    norm_num

/-- For two spins one half, the basis states `(0,0)` and `(0,1)` are unit states with
`S_z = T_z = 1/2` and with `S_z = 1/2`, `T_z = -1/2`, respectively. -/
theorem states_witness :
    let φ : Fin 2 × Fin 2 → ℂ := Pi.single (0, 0) 1
    let ψ : Fin 2 × Fin 2 → ℂ := Pi.single (0, 1) 1
    star φ ⬝ᵥ φ = 1 ∧ star ψ ⬝ᵥ ψ = 1 ∧
    siteA 2 *ᵥ φ = ((1 / 2 : ℝ) : ℂ) • φ ∧ siteB 2 *ᵥ φ = ((1 / 2 : ℝ) : ℂ) • φ ∧
    siteA 2 *ᵥ ψ = ((1 / 2 : ℝ) : ℂ) • ψ ∧ siteB 2 *ᵥ ψ = ((-(1 / 2) : ℝ) : ℂ) • ψ := by
  intro φ ψ
  refine ⟨by simp [φ], by simp [ψ], ?_, ?_, ?_, ?_⟩ <;> ext ⟨i, j⟩ <;> fin_cases i <;>
    fin_cases j <;>
    simp [φ, ψ, siteA, siteB, halfPauli, Matrix.mulVec, dotProduct,
      Matrix.kroneckerMap_apply, Pi.single_apply]
  norm_num

end

end YamaguchiExchange
```

```lean
#print axioms YamaguchiExchange.heisenberg_isHermitian
#print axioms YamaguchiExchange.yamaguchi_formula
#print axioms YamaguchiExchange.neel_spinSq
#print axioms YamaguchiExchange.exchange_from_neel
```

```
'YamaguchiExchange.heisenberg_isHermitian' depends on axioms: [propext, Classical.choice, Quot.sound]
'YamaguchiExchange.yamaguchi_formula' depends on axioms: [propext, Classical.choice, Quot.sound]
'YamaguchiExchange.neel_spinSq' depends on axioms: [propext, Classical.choice, Quot.sound]
'YamaguchiExchange.exchange_from_neel' depends on axioms: [propext, Classical.choice, Quot.sound]
```

## From the operator identity to the formula

`heisenberg_isHermitian` takes the adjoint term by term and uses commutation to restore the order of the factors. `totalSpinSq_eq` is the expansion of Q: its inner statement `h` treats one component, and the sums of local squares are then replaced through `hS` and `hT`.

`expect_affine` says that ⟨xA + y⟩ = x⟨A⟩ + y in a unit state, for real x and y. `energy_difference` rewrites Q by the operator identity and applies `expect_affine` four times, for two operators in two states; `ring` then cancels the constants. `yamaguchi_formula` clears the nonzero denominator and inserts the energy relation.

## From commutators to the Néel energy

In `commutator_expect_zero`, the step `hl` takes the adjoint of the eigenvalue equation, so that Z also acts to the left with the same real eigenvalue. The two terms of the commutator then cancel.

`expect_spinDot` writes the transverse products as commutators in `e0` and `e1`, with `move` carrying S₂ past a component of T. The results `h0` and `h1` are the two vanishing expectations, and `h2` evaluates the longitudinal term. `neel_spinSq` combines this with the expansion of Q, and `exchange_from_neel` subtracts the two energies directly.

## Two spins one half as an example

`siteA` and `siteB` are Kronecker products of halved Pauli matrices with the identity. `operators_witness` shows that they meet the operator assumptions. It checks the 2 × 2 matrices entry by entry, and `lift` carries the commutators over to the pair. Each halved Pauli matrix squares to 1/4, and three of them add up to 3/4 = ½(½ + 1).

`states_witness` checks that up-up and up-down, the basis states `(0, 0)` and `(0, 1)`, are unit states with the eigenvalues required of φ and ψ in `exchange_from_neel`. The assumptions of that theorem are therefore met by an actual pair of spins.
